# The second moment of the SYK Hamiltonian at fixed couplings, for Majorana operators that square to one: tr H² = d Σ J_S²

## The width of a random-looking spectrum

In the Sachdev-Ye-Kitaev (SYK) model, Majorana fermions interact in groups of q, with q even, and every group has its own coupling. The couplings are usually drawn at random, but a numerical diagonalisation works with one draw at a time. For q ≥ 4 and many fermions, no simple formula is known for the individual energy levels of a general draw. There is one for how widely they spread.

Let the Hamiltonian H be a Hermitian d×d matrix with d > 0 and trace zero. The variance of its d eigenvalues is then tr H² / d. For SYK, with Majorana operators normalised to square to one and H taken on the full space on which they act, this number turns out to be the sum of the squared couplings, so in a finite-size simulation it can be used to check the full Hamiltonian matrix before diagonalising it.

## Majorana strings and the Hamiltonian

Let g_0, …, g_{n−1} be complex d×d matrices with

g_i² = 1, and g_i g_j = −g_j g_i for i ≠ j.

These are the algebraic relations of Majorana operators: each one squares to a constant, and different ones anticommute. Physical Majorana operators are also Hermitian, a property used below only to show that H is Hermitian. For a subset S of the indices, the string g_S is the product of the g_i with i ∈ S, in increasing order; the empty string is 1. Write q = 2k and give each S with 2k elements a real coupling J_S. The Hamiltonian is

H = i^k Σ_{|S|=2k} J_S g_S,

where the i in i^k is the imaginary unit. The claim is

tr H² = d Σ_{|S|=2k} J_S².

It holds for each choice of couplings, with no average taken.

## Signs from reordering

Move g_i through g_S from left to right. Each factor different from g_i costs a minus sign, and g_i itself costs none. The number of signs is |S| if i ∉ S and |S| − 1 if i ∈ S. Since only parity matters,

g_i g_S = (−1)^{|S| + [i∈S]} g_S g_i,

where [i∈S] is 1 if i belongs to S and 0 otherwise.

For the square of a string, split off its first factor: g_S = g_a g_R, where R has m elements and does not contain a. Then

g_S² = g_a g_R g_a g_R = (−1)^m g_a² g_R² = (−1)^m g_R².

Repeating this for a string of 2k factors collects the exponent

0 + 1 + … + (2k−1) = k(2k−1),

which has the parity of k. Hence g_S² = (−1)^k when |S| = 2k.

## Different strings of equal size are orthogonal

Suppose A² = 1 and AM = −MA. Cyclicity of the trace gives tr(AMA) = tr(MA²) = tr M, while anticommutation gives AMA = −MA² = −M. So tr M = −tr M, and tr M = 0.

Now take S ≠ T with |S| = |T|. Since the sizes agree, some i lies in S but not in T. The exchange rule gives

g_i g_S g_T = (−1)^{|S|+1} g_S g_i g_T = (−1)^{|S|+1+|T|} g_S g_T g_i = −g_S g_T g_i.

Therefore tr(g_S g_T) = 0. The condition on the sizes cannot simply be dropped: for the Pauli matrices, σ_x σ_y σ_z = i·1, so the strings σ_x σ_y and σ_z are not orthogonal.

## Collecting the diagonal terms

Expanding the square,

tr H² = i^{2k} Σ_S Σ_T J_S J_T tr(g_S g_T).

Only T = S survives, and there the trace is (−1)^k d. Since i^{2k} = (−1)^k, the two signs cancel:

tr H² = (−1)^k (−1)^k d Σ_S J_S² = d Σ_S J_S².

## Trace zero and Hermiticity

For k > 0, each S in the sum contains some i, and the exchange rule gives g_i g_S = −g_S g_i. Every string is then traceless, and so is H.

If the g_i are Hermitian, the factors in g_S† g_S cancel from the inside out, so g_S† g_S = 1. Multiplying g_S² = (−1)^k by g_S† from the left gives g_S = (−1)^k g_S†, or equivalently g_S† = (−1)^k g_S. The conjugate of i^k is (−i)^k, and (−i)^k (−1)^k = i^k, so H† = H.

## How the Lean statement encodes the model

The matrices form a family `g : Fin n → Matrix (Fin d) (Fin d) ℂ`, and `IsMajorana g` holds the two algebraic relations. `majoranaString g S` multiplies the matrices along the sorted list of S. In `sykHamiltonian g k J`, the index set `Finset.univ.powersetCard (2 * k)` consists of the subsets with exactly 2k elements. The function `J` assigns a real number to every subset, but only its values on those subsets enter.

The main theorem, `trace_sykHamiltonian_sq`, says that for any such family, any k and any real couplings, the trace of H² is d times the sum of the squared couplings. It is an equation between complex numbers, with the couplings cast from ℝ to ℂ. It does not assume that the g_i are Hermitian; that hypothesis appears only in `string_conjTranspose` and `sykHamiltonian_isHermitian`.

The case k = 0 is included, with H = J_∅·1. If 2k > n, there are no subsets to sum over and both sides vanish. The statement `trace_sykHamiltonian` does require k > 0.

The normalisation is g_i² = 1. With fermions ψ_i = g_i/√2, another common convention, the right-hand side acquires a factor 2^{−2k}.

The matrices are finite-dimensional and their relations are assumed. The file exhibits one family that satisfies them, the three Pauli matrices with d = 2, and does not construct families for general n. It contains no probability distribution for the couplings, and the reading of tr H² / d as an eigenvalue variance is ordinary linear algebra added here.

## The complete file

```lean
import Mathlib

open Matrix

namespace SYKSecondMoment

noncomputable section

variable {n d : ℕ} {g : Fin n → Matrix (Fin d) (Fin d) ℂ}

/-- The Majorana (Clifford) relations: each matrix squares to one and different ones
anticommute. -/
structure IsMajorana (g : Fin n → Matrix (Fin d) (Fin d) ℂ) : Prop where
  sq : ∀ i, g i * g i = 1
  anticomm : ∀ i j, i ≠ j → g i * g j = -(g j * g i)

/-- The Majorana string `g_S`: the product of the `g i` with `i ∈ S`, in increasing order. -/
def majoranaString (g : Fin n → Matrix (Fin d) (Fin d) ℂ) (S : Finset (Fin n)) :
    Matrix (Fin d) (Fin d) ℂ :=
  ((S.sort (· ≤ ·)).map g).prod

/-- The SYK Hamiltonian with `q = 2k`-body interactions and real couplings `J S`. -/
def sykHamiltonian (g : Fin n → Matrix (Fin d) (Fin d) ℂ) (k : ℕ)
    (J : Finset (Fin n) → ℝ) : Matrix (Fin d) (Fin d) ℂ :=
  Complex.I ^ k • ∑ S ∈ Finset.univ.powersetCard (2 * k), (J S : ℂ) • majoranaString g S

/-- Moving a Majorana matrix through a product of Majorana matrices gives one sign for each
factor different from it. -/
theorem list_exchange (hg : IsMajorana g) (i : Fin n) (l : List (Fin n)) :
    g i * (l.map g).prod = (-1 : ℂ) ^ (l.length + l.count i) • ((l.map g).prod * g i) := by
  induction l with
  | nil => simp
  | cons a l ih =>
    by_cases hia : i = a
    · subst hia
      rw [List.map_cons, List.prod_cons, List.length_cons, List.count_cons_self,
        mul_assoc (g i) _ (g i), ih, mul_smul_comm]
      module
    · have hc : (a :: l).count i = l.count i := by
        simp [Ne.symm hia]
      rw [hc, List.map_cons, List.prod_cons, List.length_cons, ← mul_assoc,
        hg.anticomm i a hia, neg_mul, mul_assoc, ih, mul_smul_comm, mul_assoc]
      module

/-- Moving `g i` through the string `g_S` gives the sign `(-1)^|S|`, with one more minus sign
if `i` belongs to `S`. -/
theorem string_exchange (hg : IsMajorana g) (i : Fin n) (S : Finset (Fin n)) :
    g i * majoranaString g S =
      (-1 : ℂ) ^ (S.card + if i ∈ S then 1 else 0) • (majoranaString g S * g i) := by
  have h := list_exchange hg i (S.sort (· ≤ ·))
  have hc : (S.sort (· ≤ ·)).count i = if i ∈ S then 1 else 0 := by
    split_ifs with hi
    · exact List.count_eq_one_of_mem (S.sort_nodup (· ≤ ·)) (by simpa using hi)
    · exact List.count_eq_zero.mpr (by simpa using hi)
  rw [Finset.length_sort, hc] at h
  exact h

/-- A string of `2k` different Majorana matrices squares to `(-1)^k`. -/
theorem string_sq (hg : IsMajorana g) {k : ℕ} {S : Finset (Fin n)} (hS : S.card = 2 * k) :
    majoranaString g S * majoranaString g S = (-1 : ℂ) ^ k • 1 := by
  have hch : ∀ m : ℕ, (m + 1).choose 2 = m + m.choose 2 := fun m =>
    (Nat.choose_succ_succ' m 1).trans (by rw [Nat.choose_one_right])
  -- reordering the doubled product costs one sign per pair of factors
  have key : ∀ l : List (Fin n), l.Nodup →
      (l.map g).prod * (l.map g).prod = (-1 : ℂ) ^ (l.length.choose 2) • 1 := by
    intro l hl
    induction l with
    | nil => simp
    | cons a l ih =>
      obtain ⟨hal, hl'⟩ := List.nodup_cons.mp hl
      have h := list_exchange hg a l
      rw [List.count_eq_zero.mpr hal, add_zero] at h
      have h' : (l.map g).prod * g a = (-1 : ℂ) ^ l.length • (g a * (l.map g).prod) := by
        rw [h, smul_smul, ← mul_pow]
        simp
      rw [List.map_cons, List.prod_cons, List.length_cons]
      calc g a * (l.map g).prod * (g a * (l.map g).prod)
          = g a * ((l.map g).prod * g a) * (l.map g).prod := by simp only [mul_assoc]
        _ = (-1 : ℂ) ^ l.length • ((g a * g a) * ((l.map g).prod * (l.map g).prod)) := by
            rw [h', mul_smul_comm, smul_mul_assoc]
            simp only [mul_assoc]
        _ = (-1 : ℂ) ^ ((l.length + 1).choose 2) • 1 := by
            rw [hg.sq, one_mul, ih hl', smul_smul, ← pow_add, hch]
  -- for `2k` factors the number of pairs has the parity of `k`
  have phase : ∀ m : ℕ, (-1 : ℂ) ^ ((2 * m).choose 2) = (-1) ^ m := by
    intro m
    induction m with
    | zero => simp
    | succ m ih =>
      have e : (2 * (m + 1)).choose 2 = (2 * m).choose 2 + 2 * (2 * m) + 1 := by
        rw [show 2 * (m + 1) = 2 * m + 1 + 1 by ring, hch, hch]
        ring
      rw [e, pow_succ, pow_add, ih, pow_mul]
      simp [pow_succ]
  have h := key (S.sort (· ≤ ·)) (S.sort_nodup (· ≤ ·))
  rw [Finset.length_sort, hS, phase] at h
  exact h

/-- A matrix that anticommutes with an involution has trace zero. -/
theorem trace_eq_zero_of_anticomm {A M : Matrix (Fin d) (Fin d) ℂ} (hA : A * A = 1)
    (h : A * M = -(M * A)) : M.trace = 0 := by
  have h1 : (A * (M * A)).trace = M.trace := by
    rw [Matrix.trace_mul_comm, mul_assoc, hA, mul_one]
  have h2 : A * (M * A) = -M := by
    rw [← mul_assoc, h, neg_mul, mul_assoc, hA, mul_one]
  rw [h2, Matrix.trace_neg] at h1
  linear_combination (-1 / 2 : ℂ) * h1

/-- Two different Majorana strings of equal length are orthogonal under the trace. -/
theorem trace_string_mul_string (hg : IsMajorana g) {S T : Finset (Fin n)}
    (hc : S.card = T.card) (hne : S ≠ T) :
    (majoranaString g S * majoranaString g T).trace = 0 := by
  -- a Majorana matrix in `S` but not in `T` anticommutes with the product
  obtain ⟨i, hiS, hiT⟩ := Finset.not_subset.mp
    (fun h => hne (Finset.eq_of_subset_of_card_le h hc.ge))
  have h1 := string_exchange hg i S
  have h2 := string_exchange hg i T
  rw [if_pos hiS, hc] at h1
  rw [if_neg hiT, add_zero] at h2
  have hs : (-1 : ℂ) ^ (T.card + 1 + T.card) = -1 := Odd.neg_one_pow ⟨T.card, by ring⟩
  apply trace_eq_zero_of_anticomm (hg.sq i)
  rw [← mul_assoc, h1, smul_mul_assoc, mul_assoc, h2, mul_smul_comm, smul_smul, ← pow_add,
    hs, neg_one_smul, mul_assoc]

/-- Second moment of the SYK Hamiltonian: `tr H² = d ∑ J_S²`, for every choice of the real
couplings. -/
theorem trace_sykHamiltonian_sq (hg : IsMajorana g) (k : ℕ) (J : Finset (Fin n) → ℝ) :
    (sykHamiltonian g k J ^ 2).trace =
      (d : ℂ) * ∑ S ∈ Finset.univ.powersetCard (2 * k), (J S : ℂ) ^ 2 := by
  -- only the diagonal terms of the double sum survive
  have hdiag : ∀ S ∈ (Finset.univ : Finset (Fin n)).powersetCard (2 * k),
      (∑ T ∈ Finset.univ.powersetCard (2 * k),
        ((J S : ℂ) • majoranaString g S) * ((J T : ℂ) • majoranaString g T)).trace =
      ((-1 : ℂ) ^ k * d) * (J S : ℂ) ^ 2 := by
    intro S hS
    have hSc := (Finset.mem_powersetCard.mp hS).2
    rw [Matrix.trace_sum, Finset.sum_eq_single_of_mem S hS]
    · rw [smul_mul_smul_comm, string_sq hg hSc, Matrix.trace_smul, Matrix.trace_smul,
        Matrix.trace_one, Fintype.card_fin]
      simp only [smul_eq_mul]
      ring
    · intro T hT hne
      have hTc := (Finset.mem_powersetCard.mp hT).2
      rw [smul_mul_smul_comm, Matrix.trace_smul,
        trace_string_mul_string hg (hSc.trans hTc.symm) hne.symm, smul_zero]
  have hI : Complex.I ^ k * Complex.I ^ k * (-1 : ℂ) ^ k = 1 := by
    rw [← mul_pow, ← mul_pow, Complex.I_mul_I]
    simp
  rw [sykHamiltonian, sq, smul_mul_smul_comm, Matrix.trace_smul, Finset.sum_mul_sum,
    Matrix.trace_sum, Finset.sum_congr rfl hdiag, ← Finset.mul_sum, smul_eq_mul]
  linear_combination
    ((d : ℂ) * ∑ S ∈ Finset.univ.powersetCard (2 * k), (J S : ℂ) ^ 2) * hI

/-- For `k > 0` the SYK Hamiltonian has trace zero. -/
theorem trace_sykHamiltonian (hg : IsMajorana g) {k : ℕ} (hk : 0 < k)
    (J : Finset (Fin n) → ℝ) : (sykHamiltonian g k J).trace = 0 := by
  rw [sykHamiltonian, Matrix.trace_smul, Matrix.trace_sum, Finset.sum_eq_zero, smul_zero]
  intro S hS
  have hSc := (Finset.mem_powersetCard.mp hS).2
  obtain ⟨i, hi⟩ := Finset.card_pos.mp (show 0 < S.card by omega)
  have h := string_exchange hg i S
  rw [if_pos hi, hSc, Odd.neg_one_pow ⟨k, rfl⟩, neg_one_smul] at h
  rw [Matrix.trace_smul, trace_eq_zero_of_anticomm (hg.sq i) h, smul_zero]

/-- If the Majorana matrices are Hermitian, a string of `2k` of them has adjoint
`(-1)^k` times itself. -/
theorem string_conjTranspose (hg : IsMajorana g) (hh : ∀ i, (g i).IsHermitian) {k : ℕ}
    {S : Finset (Fin n)} (hS : S.card = 2 * k) :
    (majoranaString g S)ᴴ = (-1 : ℂ) ^ k • majoranaString g S := by
  -- products of Hermitian involutions are unitary
  have hu : ∀ l : List (Fin n), ((l.map g).prod)ᴴ * (l.map g).prod = 1 := by
    intro l
    induction l with
    | nil => simp
    | cons a l ih =>
      rw [List.map_cons, List.prod_cons, Matrix.conjTranspose_mul, (hh a).eq]
      calc ((l.map g).prod)ᴴ * g a * (g a * (l.map g).prod)
          = ((l.map g).prod)ᴴ * (g a * g a) * (l.map g).prod := by simp only [mul_assoc]
        _ = 1 := by rw [hg.sq, mul_one, ih]
  have hS1 : (majoranaString g S)ᴴ * majoranaString g S = 1 := hu _
  have h1 : (majoranaString g S)ᴴ * (majoranaString g S * majoranaString g S) =
      majoranaString g S := by
    rw [← mul_assoc, hS1, one_mul]
  rw [string_sq hg hS, mul_smul_comm, mul_one] at h1
  calc (majoranaString g S)ᴴ
      = ((-1 : ℂ) ^ k * (-1 : ℂ) ^ k) • (majoranaString g S)ᴴ := by
        rw [← mul_pow]
        simp
    _ = (-1 : ℂ) ^ k • majoranaString g S := by rw [mul_smul, h1]

/-- If the Majorana matrices are Hermitian, so is the SYK Hamiltonian. -/
theorem sykHamiltonian_isHermitian (hg : IsMajorana g) (hh : ∀ i, (g i).IsHermitian) (k : ℕ)
    (J : Finset (Fin n) → ℝ) : (sykHamiltonian g k J).IsHermitian := by
  have hs : star (Complex.I ^ k) * (-1 : ℂ) ^ k = Complex.I ^ k := by
    rw [star_pow, ← mul_pow]
    simp
  rw [Matrix.IsHermitian, sykHamiltonian, Matrix.conjTranspose_smul,
    Matrix.conjTranspose_sum, Finset.smul_sum, Finset.smul_sum]
  refine Finset.sum_congr rfl fun S hS => ?_
  have hJ : star (J S : ℂ) = (J S : ℂ) := Complex.conj_ofReal _
  rw [Matrix.conjTranspose_smul,
    string_conjTranspose hg hh (Finset.mem_powersetCard.mp hS).2, hJ]
  simp only [smul_smul]
  congr 1
  linear_combination (J S : ℂ) * hs

/-- The three Pauli matrices. -/
def pauli : Fin 3 → Matrix (Fin 2) (Fin 2) ℂ :=
  ![!![0, 1; 1, 0], !![0, -Complex.I; Complex.I, 0], !![1, 0; 0, -1]]

/-- The Pauli matrices satisfy the Majorana relations and are Hermitian. -/
theorem pauli_witness : IsMajorana pauli ∧ ∀ i, (pauli i).IsHermitian := by
  refine ⟨⟨?_, ?_⟩, ?_⟩
  · intro i
    fin_cases i <;> ext a b <;> fin_cases a <;> fin_cases b <;>
      simp [pauli, Matrix.mul_apply, Fin.sum_univ_succ]
  · intro i j h
    fin_cases i <;> fin_cases j <;> first
      | exact absurd rfl h
      | (ext a b
         fin_cases a <;> fin_cases b <;>
          simp [pauli, Matrix.mul_apply, Fin.sum_univ_succ])
  · intro i
    fin_cases i <;> ext a b <;> fin_cases a <;> fin_cases b <;>
      simp [pauli, Matrix.conjTranspose_apply]

end

end SYKSecondMoment
```

```lean
#print axioms SYKSecondMoment.trace_sykHamiltonian_sq
-- 'SYKSecondMoment.trace_sykHamiltonian_sq' depends on axioms: [propext, Classical.choice, Quot.sound]
#print axioms SYKSecondMoment.trace_sykHamiltonian
-- 'SYKSecondMoment.trace_sykHamiltonian' depends on axioms: [propext, Classical.choice, Quot.sound]
#print axioms SYKSecondMoment.sykHamiltonian_isHermitian
-- 'SYKSecondMoment.sykHamiltonian_isHermitian' depends on axioms: [propext, Classical.choice, Quot.sound]
```

## How the proof follows the calculation

**Exchange.** `list_exchange` proves the sign rule for an arbitrary list of indices, repetitions allowed, by induction on the list. Its exponent is the length plus the number of occurrences of i. The two cases of the induction are a first factor equal to g_i and one different from it; `module` settles the remaining sign arithmetic. `string_exchange` specialises this to a sorted set, where i occurs once or not at all.

**Square.** In `string_sq`, the inner statement `key` peels off the first factor as in the derivation above. It records the exponent as a binomial coefficient, the number of pairs of factors. The statement `phase` shows by induction that for 2m factors this number has the parity of m.

**Orthogonality.** `trace_eq_zero_of_anticomm` computes the trace of AMA in two ways. `trace_string_mul_string` finds the index in S but not in T by a cardinality argument: if S were contained in T, equal size would force S = T. Two uses of `string_exchange` then supply the anticommutation.

**Second moment.** Within `trace_sykHamiltonian_sq`, the statement `hdiag` fixes S and evaluates the sum over T. The lemma `Finset.sum_eq_single_of_mem` reduces that sum to the term T = S, which `string_sq` evaluates; orthogonality removes the others. The statement `hI` is the phase cancellation i^k i^k (−1)^k = 1, and the closing `linear_combination` multiplies it by the expected answer.

**Trace and adjoint.** `trace_sykHamiltonian` picks an element of each nonempty S and applies the anticommutation lemma. In `string_conjTranspose`, the statement `hu` proves g_S† g_S = 1 by induction, and the known square then determines the adjoint. `sykHamiltonian_isHermitian` combines this sign with the conjugate of i^k, term by term.

**Pauli matrices.** `pauli_witness` checks the squares, the anticommutators and Hermiticity entry by entry, with `fin_cases` running through the finitely many indices.
